# N DEPT angles in (0, π) separate the IₙS groups with n = 1, …, N exactly when the angles are distinct

If I record DEPT signals at N proton pulse angles strictly between 0 and π, I can recover the amplitudes of all IₙS groups, n = 1, …, N, exactly when no two angles coincide. This uses the ideal intensity n sin θ cosⁿ⁻¹ θ. I know the usual combinations for CH, CH₂ and CH₃, but I would like a rigorous argument for every N, checked by machine. Can it be done in Lean?

## Distinct cosines make the editing matrix invertible

Yes. The editing matrix is a Vandermonde matrix in the cosines, with rescaled rows and columns.

An IₙS group is a nucleus S, such as ¹³C, coupled to n equivalent protons I. In the ideal intensity, one selected proton contributes sin θ and each of the other n − 1 contributes cos θ. Summing over the n choices gives n sin θ cosⁿ⁻¹ θ. Number the angles t_j and the groups k from 0 to N − 1, with n = k + 1. If a_k is the amplitude of group k, the signal at t_j is

s_j = Σ_k M_jk a_k, with M_jk = (k + 1) sin t_j (cos t_j)ᵏ.

Row j has the common factor sin t_j and column k the common factor k + 1. What remains is the Vandermonde matrix (cos t_j)ᵏ, so

det M = (∏_j sin t_j) · ∏_{i<j} (cos t_j − cos t_i) · N!.

On (0, π) every sine is positive and the cosine is strictly decreasing. The determinant is therefore nonzero exactly when the angles are distinct. In that case a = M⁻¹s is the only solution. If two angles coincide, M is singular and different amplitudes can give the same signals.

For N = 3 and the angles π/4, π/2, 3π/4, the signal s(θ) satisfies

s(π/2) = a₀
s(π/4) − s(3π/4) = 2a₁
s(π/4) + s(3π/4) − √2 s(π/2) = (3√2/2) a₂.

Take a = (1, 2, 4). The signals at the three angles are 2 + 7/√2, 1 and −2 + 7/√2. The first combination gives a₀ = 1. The difference is 4, so a₁ = 2. The last combination is 7√2 − √2 = 6√2, so a₂ = 4.

In the Lean file, `deptIntensity` is the intensity formula, `deptSignal a θ` is the mixture's signal and `editingMatrix t` is M. The type `Fin N` supplies the indices 0, …, N − 1, and `ht` places every angle in the open interval. `Function.Injective t` says that the angles are pairwise distinct, and `IsUnit` that the matrix is invertible. In `subspectra_recoverable_iff`, `∃!` says that each real signal vector `s` has exactly one amplitude vector; amplitudes may be negative.

The intensity law is a definition, not derived from spin dynamics. It stands for perfect pulses, delays matched to one common coupling, and no relaxation. Noise is absent too.

```lean
import Mathlib

open Matrix Real

namespace DEPTEditing

noncomputable section

/-- The DEPT intensity `n sin θ cos^(n-1) θ` of an `I_n S` group at final proton pulse
angle `θ`. -/
def deptIntensity (n : ℕ) (θ : ℝ) : ℝ :=
  n * Real.sin θ * Real.cos θ ^ (n - 1)

/-- The DEPT signal at pulse angle `θ` of a mixture of `I_n S` groups, `n = 1, ..., N`;
the amplitude of the group with `n = k + 1` is `a k`. -/
def deptSignal {N : ℕ} (a : Fin N → ℝ) (θ : ℝ) : ℝ :=
  ∑ k : Fin N, a k * deptIntensity ((k : ℕ) + 1) θ

/-- The editing matrix: rows are the pulse angles `t j`, columns are the groups `I_n S`
with `n = 1, ..., N`, and entries are the DEPT intensities. -/
def editingMatrix {N : ℕ} (t : Fin N → ℝ) : Matrix (Fin N) (Fin N) ℝ :=
  Matrix.of fun j k => deptIntensity ((k : ℕ) + 1) (t j)

/-- The DEPT intensity is a sum over the `n` protons, in which the selected proton
contributes a factor `sin θ` and every other proton a factor `cos θ`. -/
theorem sum_over_protons (n : ℕ) (θ : ℝ) :
    ∑ k : Fin n, ∏ i : Fin n, (if i = k then Real.sin θ else Real.cos θ)
      = deptIntensity n θ := by
  have h : ∀ k : Fin n, ∏ i : Fin n, (if i = k then Real.sin θ else Real.cos θ)
      = Real.sin θ * Real.cos θ ^ (n - 1) := by
    intro k
    -- split off the selected proton
    rw [← Finset.mul_prod_erase Finset.univ _ (Finset.mem_univ k), if_pos rfl]
    congr 1
    rw [Finset.prod_congr rfl fun i hi => if_neg (Finset.ne_of_mem_erase hi),
      Finset.prod_const, Finset.card_erase_of_mem (Finset.mem_univ k),
      Finset.card_univ, Fintype.card_fin]
  rw [Finset.sum_congr rfl fun k _ => h k, Finset.sum_const, Finset.card_univ,
    Fintype.card_fin, nsmul_eq_mul, deptIntensity, mul_assoc]

/-- The editing matrix is a Vandermonde matrix in the cosines of the pulse angles, with
rows scaled by the sines and columns scaled by the numbers of protons. -/
theorem editingMatrix_factor {N : ℕ} (t : Fin N → ℝ) :
    editingMatrix t = Matrix.diagonal (fun j => Real.sin (t j))
      * Matrix.vandermonde (fun j => Real.cos (t j))
      * Matrix.diagonal (fun k : Fin N => ((k : ℕ) : ℝ) + 1) := by
  ext j k
  rw [Matrix.mul_diagonal, Matrix.diagonal_mul]
  simp only [editingMatrix, Matrix.of_apply, deptIntensity, Matrix.vandermonde_apply,
    Nat.add_sub_cancel]
  push_cast
  ring

/-- The determinant of the editing matrix is the product of the sines, the differences
of the cosines and the numbers of protons. -/
theorem det_editingMatrix {N : ℕ} (t : Fin N → ℝ) :
    (editingMatrix t).det = (∏ j, Real.sin (t j))
      * (∏ i, ∏ j ∈ Finset.Ioi i, (Real.cos (t j) - Real.cos (t i)))
      * ∏ k : Fin N, (((k : ℕ) : ℝ) + 1) := by
  rw [editingMatrix_factor, Matrix.det_mul, Matrix.det_mul, Matrix.det_diagonal,
    Matrix.det_diagonal, Matrix.det_vandermonde]

/-- For arbitrary real pulse angles, the editing matrix is invertible exactly when no
sine vanishes and the cosines are pairwise distinct. -/
theorem isUnit_editingMatrix_iff_general {N : ℕ} (t : Fin N → ℝ) :
    IsUnit (editingMatrix t) ↔
      (∀ j, Real.sin (t j) ≠ 0) ∧ Function.Injective (fun j => Real.cos (t j)) := by
  have hn : ∏ k : Fin N, (((k : ℕ) : ℝ) + 1) ≠ 0 :=
    Finset.prod_ne_zero_iff.mpr fun k _ => by positivity
  rw [Matrix.isUnit_iff_isUnit_det, isUnit_iff_ne_zero, editingMatrix_factor,
    Matrix.det_mul, Matrix.det_mul, Matrix.det_diagonal, Matrix.det_diagonal,
    mul_ne_zero_iff, mul_ne_zero_iff, Matrix.det_vandermonde_ne_zero_iff,
    Finset.prod_ne_zero_iff]
  constructor
  · rintro ⟨⟨hs, hc⟩, _⟩
    exact ⟨fun j => hs j (Finset.mem_univ j), hc⟩
  · rintro ⟨hs, hc⟩
    exact ⟨⟨fun j _ => hs j, hc⟩, hn⟩

/-- For pulse angles strictly between `0` and `π`, the editing matrix is invertible
exactly when the angles are pairwise distinct. -/
theorem isUnit_editingMatrix_iff {N : ℕ} (t : Fin N → ℝ)
    (ht : ∀ j, t j ∈ Set.Ioo 0 π) :
    IsUnit (editingMatrix t) ↔ Function.Injective t := by
  rw [isUnit_editingMatrix_iff_general]
  constructor
  · rintro ⟨_, hc⟩ i j hij
    exact hc (congrArg Real.cos hij)
  · intro h
    refine ⟨fun j => (Real.sin_pos_of_mem_Ioo (ht j)).ne', fun i j hij => h ?_⟩
    -- the cosine is injective on [0, π]
    exact Real.injOn_cos (Set.Ioo_subset_Icc_self (ht i))
      (Set.Ioo_subset_Icc_self (ht j)) hij

/-- The editing matrix maps the amplitudes of the groups to the DEPT signals at the
chosen pulse angles. -/
theorem editingMatrix_mulVec {N : ℕ} (t a : Fin N → ℝ) :
    editingMatrix t *ᵥ a = fun j => deptSignal a (t j) := by
  funext j
  unfold deptSignal
  change ∑ k : Fin N, editingMatrix t j k * a k
    = ∑ k : Fin N, a k * deptIntensity ((k : ℕ) + 1) (t j)
  exact Finset.sum_congr rfl fun k _ => mul_comm (editingMatrix t j k) (a k)

/-- For `N` pulse angles strictly between `0` and `π`, every set of `N` signals comes from
exactly one set of `I_n S` amplitudes, `n = 1, ..., N`, if and only if the angles are
pairwise distinct. -/
theorem subspectra_recoverable_iff {N : ℕ} (t : Fin N → ℝ)
    (ht : ∀ j, t j ∈ Set.Ioo 0 π) :
    (∀ s : Fin N → ℝ, ∃! a : Fin N → ℝ, (fun j => deptSignal a (t j)) = s) ↔
      Function.Injective t := by
  rw [← isUnit_editingMatrix_iff t ht, ← Matrix.mulVec_injective_iff_isUnit]
  simp only [← editingMatrix_mulVec]
  constructor
  · intro h a b hab
    exact (h (editingMatrix t *ᵥ b)).unique hab rfl
  · intro h s
    have hu : IsUnit (editingMatrix t).det :=
      (Matrix.isUnit_iff_isUnit_det _).mp (Matrix.mulVec_injective_iff_isUnit.mp h)
    -- the inverse matrix supplies the amplitudes
    have hs : editingMatrix t *ᵥ ((editingMatrix t)⁻¹ *ᵥ s) = s := by
      rw [Matrix.mulVec_mulVec, Matrix.mul_nonsing_inv _ hu, Matrix.one_mulVec]
    exact ⟨(editingMatrix t)⁻¹ *ᵥ s, hs, fun b hb => h (hb.trans hs.symm)⟩

/-- Linear combinations of the signals at `π/4`, `π/2` and `3π/4` that isolate the
amplitudes of the `IS`, `I₂S` and `I₃S` groups in turn. -/
theorem three_angle_editing (a : Fin 3 → ℝ) :
    deptSignal a (π / 2) = a 0 ∧
    deptSignal a (π / 4) - deptSignal a (3 * π / 4) = 2 * a 1 ∧
    deptSignal a (π / 4) + deptSignal a (3 * π / 4) - √2 * deptSignal a (π / 2)
      = 3 * √2 / 2 * a 2 := by
  have hS : ∀ θ, deptSignal a θ = a 0 * Real.sin θ
      + a 1 * (2 * Real.sin θ * Real.cos θ)
      + a 2 * (3 * Real.sin θ * Real.cos θ ^ 2) := by
    intro θ
    simp only [deptSignal, deptIntensity, Fin.sum_univ_three, Nat.add_sub_cancel]
    norm_num
  have h2 : √2 ^ 2 = (2 : ℝ) := Real.sq_sqrt (by norm_num)
  have hangle : 3 * π / 4 = π - π / 4 := by ring
  rw [hS, hS, hS, hangle, Real.sin_pi_sub, Real.cos_pi_sub, Real.sin_pi_div_two,
    Real.cos_pi_div_two, Real.sin_pi_div_four, Real.cos_pi_div_four]
  refine ⟨by ring, ?_, ?_⟩
  · linear_combination a 1 * h2
  · linear_combination (3 / 4 * a 2 * √2) * h2

end

end DEPTEditing
```

```lean
#print axioms DEPTEditing.det_editingMatrix
#print axioms DEPTEditing.isUnit_editingMatrix_iff
#print axioms DEPTEditing.subspectra_recoverable_iff
#print axioms DEPTEditing.three_angle_editing
```

```
'DEPTEditing.det_editingMatrix' depends on axioms: [propext, Classical.choice, Quot.sound]
'DEPTEditing.isUnit_editingMatrix_iff' depends on axioms: [propext, Classical.choice, Quot.sound]
'DEPTEditing.subspectra_recoverable_iff' depends on axioms: [propext, Classical.choice, Quot.sound]
'DEPTEditing.three_angle_editing' depends on axioms: [propext, Classical.choice, Quot.sound]
```

`sum_over_protons` splits the selected proton off the product and adds n equal terms. `editingMatrix_factor` checks the factorisation entry by entry, and `det_editingMatrix` multiplies the three determinants.

`isUnit_editingMatrix_iff_general` asks when each factor is nonzero. This gives the criterion for arbitrary real angles: no vanishing sine, and distinct cosines. `isUnit_editingMatrix_iff` then uses positivity of the sine and `Real.injOn_cos` to reduce it to distinct angles.

`editingMatrix_mulVec` identifies M a with the signals. In `subspectra_recoverable_iff`, uniqueness of the amplitudes makes the map a ↦ M a injective, hence M invertible; conversely, the inverse matrix supplies the amplitudes and injectivity makes them unique. `three_angle_editing` expands the three-term signal, inserts the special angles and finishes with (√2)² = 2 through `linear_combination`.

In processing code, the same step is a small linear solve at each frequency point: stack the N spectra, all on the same intensity scale, as rows of an array Y and call `numpy.linalg.solve(M, Y)`; the rows of the result are the subspectra. For ideal DEPT data at N angles in (0, π), with every n from 1 to N among the unknowns, the theorem tells you whether that solve is possible. It does not cover a fit that leaves out some n: π/4 and 3π/4 are distinct, yet they cannot separate IS from I₃S, because sin θ and cos² θ are the same at both. The theorem also sets no bound on noise amplification, which grows without limit as two angles approach each other, so the condition number of M is worth checking too.
